# The characteristic polynomial of two isotropically coupled spins one-half in a field along z

Two spins one-half have the Hamiltonian A **σ**₁·**σ**₂ + b σ₁ᶻ + c σ₂ᶻ, written in Pauli matrices, with real A, b and c and no condition on their signs or sizes. The declaration `hamiltonian_charpoly` states that the characteristic polynomial of this 4 × 4 matrix is (X − (A + b + c)) (X − (A − b − c)) ((X + A)² − (4A² + (b − c)²)). The attempt sorts the product basis into parallel and antiparallel states, which makes the matrix block diagonal, so that its characteristic polynomial is the product of those of two 2 × 2 blocks. It then writes these out by trace and determinant and leaves the remaining polynomial identity to `simp` and `ring`.

An attempt in Lean 4 with a fault in it:

```lean
import Mathlib

open Matrix Polynomial
open scoped Kronecker

namespace HamiltonianCharpoly

noncomputable section

/-- The three Pauli matrices, in the order x, y, z. -/
def pauli : Fin 3 → Matrix (Fin 2) (Fin 2) ℂ :=
  ![!![0, 1; 1, 0], !![0, -Complex.I; Complex.I, 0], !![1, 0; 0, -1]]

/-- The Hamiltonian of two spins one-half with isotropic coupling `A` and Zeeman energies
`b` (first spin) and `c` (second spin) in a field along z. -/
def hamiltonian (A b c : ℝ) : Matrix (Fin 2 × Fin 2) (Fin 2 × Fin 2) ℂ :=
  (A : ℂ) • ∑ i, pauli i ⊗ₖ pauli i + (b : ℂ) • (pauli 2 ⊗ₖ 1) + (c : ℂ) • (1 ⊗ₖ pauli 2)

/-- The product basis sorted into the parallel states 00, 11 and the antiparallel
states 01, 10. -/
def sector : Fin 2 ⊕ Fin 2 ≃ Fin 2 × Fin 2 where
  toFun := Sum.elim ![(0, 0), (1, 1)] ![(0, 1), (1, 0)]
  invFun p := if p.1 = p.2 then Sum.inl p.1 else Sum.inr p.1
  left_inv := by intro x; revert x; decide
  right_inv := by intro x; revert x; decide

/-- In the sorted basis the Hamiltonian is block diagonal: the parallel states are not mixed,
and the two antiparallel states are coupled by the matrix element `2A`. -/
theorem hamiltonian_blocks (A b c : ℝ) :
    (hamiltonian A b c).submatrix sector sector =
      fromBlocks !![(A + b + c : ℂ), 0; 0, (A - b - c : ℂ)] 0 0
        !![(-A + b - c : ℂ), 2 * A; 2 * A, (-A - b + c : ℂ)] := by
  ext i j
  rcases i with i | i <;> rcases j with j | j <;> fin_cases i <;> fin_cases j <;>
    simp [hamiltonian, sector, pauli, Fin.sum_univ_succ] <;> ring

/-- The characteristic polynomial of the Hamiltonian of two spins one-half with isotropic coupling
`A`, in a field along z with Zeeman energies `b` and `c`: two linear factors from the parallel
states and a quadratic one from the antiparallel states. -/
theorem hamiltonian_charpoly (A b c : ℝ) :
    (hamiltonian A b c).charpoly =
      (X - C (A + b + c : ℂ)) * (X - C (A - b - c : ℂ)) *
        ((X + C (A : ℂ)) ^ 2 - C (4 * (A : ℂ) ^ 2 + ((b : ℂ) - c) ^ 2)) := by
  -- sorting the basis does not change the characteristic polynomial
  have h : ((hamiltonian A b c).submatrix sector sector).charpoly =
      (hamiltonian A b c).charpoly :=
    Matrix.charpoly_reindex sector.symm (hamiltonian A b c)
  -- the blocks contribute independent factors
  rw [← h, hamiltonian_blocks, Matrix.charpoly_fromBlocks_zero₁₂,
    Matrix.charpoly_fin_two, Matrix.charpoly_fin_two]
  simp [Matrix.trace_fin_two, Matrix.det_fin_two]
  ring

end

end HamiltonianCharpoly
```

Lean reports:

```
Try this:
  [apply] ring_nf
  
  The `ring` tactic failed to close the goal. Use `ring_nf` to obtain a normal form.
    
  Note that `ring` works primarily in *commutative* rings. If you have a noncommutative ring, abelian group or module, consider using `noncomm_ring`, `abel` or `module` instead.
Main.lean:43:75: error: unsolved goals
A b c : ℝ
h : ((hamiltonian A b c).submatrix ⇑sector ⇑sector).charpoly = (hamiltonian A b c).charpoly
⊢ -(X * C ↑A * C ↑b * C ↑c * 8) + X * C ↑A ^ 3 * C 2 ^ 2 * 2 - X ^ 2 * C ↑A ^ 2 * 2 - X ^ 2 * C ↑A ^ 2 * C 2 ^ 2 -
                              X ^ 2 * C ↑b ^ 2 * 2 -
                            X ^ 2 * C ↑c ^ 2 * 2 +
                          X ^ 4 +
                        C ↑A ^ 2 * C ↑b * C ↑c * C 2 ^ 2 * 2 -
                      C ↑A ^ 2 * C ↑b ^ 2 * 2 +
                    C ↑A ^ 2 * C ↑b ^ 2 * C 2 ^ 2 -
                  C ↑A ^ 2 * C ↑c ^ 2 * 2 +
                C ↑A ^ 2 * C ↑c ^ 2 * C 2 ^ 2 +
              C ↑A ^ 4 -
            C ↑A ^ 4 * C 2 ^ 2 -
          C ↑b ^ 2 * C ↑c ^ 2 * 2 +
        C ↑b ^ 4 +
      C ↑c ^ 4 =
    -(X * C ↑A * C ↑b * C ↑c * 8) + X * C ↑A ^ 3 * C 4 * 2 - X ^ 2 * C ↑A ^ 2 * 2 - X ^ 2 * C ↑A ^ 2 * C 4 -
                              X ^ 2 * C ↑b ^ 2 * 2 -
                            X ^ 2 * C ↑c ^ 2 * 2 +
                          X ^ 4 +
                        C ↑A ^ 2 * C ↑b * C ↑c * C 4 * 2 -
                      C ↑A ^ 2 * C ↑b ^ 2 * 2 +
                    C ↑A ^ 2 * C ↑b ^ 2 * C 4 -
                  C ↑A ^ 2 * C ↑c ^ 2 * 2 +
                C ↑A ^ 2 * C ↑c ^ 2 * C 4 +
              C ↑A ^ 4 -
            C ↑A ^ 4 * C 4 -
          C ↑b ^ 2 * C ↑c ^ 2 * 2 +
        C ↑b ^ 4 +
      C ↑c ^ 4
```

Diagnosis. The error shows the goal that was left when `ring` failed. Its two sides agree term by term, except that the left has `C 2 ^ 2` where the right has `C 4`. The 2 comes from the matrix element `2 * A`, which the determinant multiplies by itself, and the 4 from the `4 * A ^ 2` of the statement.

Here `C` embeds complex numbers as constant polynomials. `ring` treats `C 2` and `C 4` as two unrelated symbols, so it can't see that the square of the first is the second. The suggested `ring_nf` would not supply that fact, and the hint about noncommutative rings does not apply, since `ℂ[X]` is commutative.

The repair proves `h2` and `h4`, which say that `C 2` and `C 4` are the numerals 2 and 4 of the polynomial ring; both follow from `map_ofNat`, because `C` is a ring homomorphism. The new `simp only [h2, h4]` puts these numerals into the goal after the first `simp` has separated the constants. `ring` can then compute 2² = 4 and close the goal.

After these edits no error is left:

```diff
@@ -49,5 +49,8 @@
   rw [← h, hamiltonian_blocks, Matrix.charpoly_fromBlocks_zero₁₂,
     Matrix.charpoly_fin_two, Matrix.charpoly_fin_two]
+  have h2 : (C (2 : ℂ) : ℂ[X]) = 2 := map_ofNat C 2
+  have h4 : (C (4 : ℂ) : ℂ[X]) = 4 := map_ofNat C 4
   simp [Matrix.trace_fin_two, Matrix.det_fin_two]
+  simp only [h2, h4]
   ring
 
```
